# An invertible MPS gauge that also relates the adjoint matrices can be replaced by its unitary polar factor

A translation-invariant matrix product state (MPS) on a ring of \(L\) sites has amplitudes \(\operatorname{tr}(A^{s_1}\cdots A^{s_L})\), where \(s_j\) labels the local state of site \(j\). Changing the basis of the bond space by an invertible matrix \(G\) replaces each \(A^s\) by \(G^{-1}A^sG\) and leaves every amplitude unchanged. A general \(G\) can spoil a canonical condition such as \(\sum_s (A^s)^\dagger A^s=1\), while a unitary one preserves it. When can a given \(G\) be exchanged for a unitary? A sufficient condition, on the adjoint matrices, is given below for a uniform tensor of finite bond dimension. The question bears on gauge fixing in tensor-network simulations.

## Two gauge relations and the polar factor

The tensors \(A\) and \(B\) are families of complex square matrices. In Lean, `n` is the finite bond index, `σ` is the type of physical labels, `A s` is \(A^s\), and `ᴴ` is the adjoint \(\dagger\).

```lean
import Mathlib

open Matrix
open scoped ComplexOrder MatrixOrder

namespace MPSUnitaryGauge

variable {n σ : Type*} [Fintype n] [DecidableEq n]
```

The structure `IsStarGauge G A B`, a name specific to this file, says that \(G\) is invertible and that, for every \(s\),
\[
B^s=G^{-1}A^sG,\qquad (B^s)^\dagger=G^{-1}(A^s)^\dagger G .
\]
The adjoint matrices generate the spatially reflected, complex-conjugated state, so the second relation asks that the same bond change also serve that state. It is an assumption: equality of two MPS does not by itself supply a \(G\) with both properties, and that step from states to tensors is left open here.

```lean
/-- The invertible bond matrix `G` carries the MPS tensor `A` to `B`, and also carries the
adjoint matrices of `A` to those of `B`. -/
structure IsStarGauge (G : Matrix n n ℂ) (A B : σ → Matrix n n ℂ) : Prop where
  isUnit : IsUnit G
  gauge : ∀ s, B s = G⁻¹ * A s * G
  gauge_adjoint : ∀ s, (B s)ᴴ = G⁻¹ * (A s)ᴴ * G
```

A unitary \(U\) is a polar factor of \(G\) if \(P=U^\dagger G\) is positive definite. Then \(G=UP\).

```lean
/-- `U` is a unitary polar factor of `G`: it is unitary, and `Uᴴ G` is positive definite. -/
def IsPolarFactor (G U : Matrix n n ℂ) : Prop :=
  U ∈ unitaryGroup n ℂ ∧ (Uᴴ * G).PosDef
```

## (a) A matrix equation with only the zero solution

Let \(P\) be positive definite, \(Q\) positive semidefinite, and \(PX+XQ=0\). Show that
\[
X=0 .
\]

**Solution.** Multiply by \(X^\dagger\) from the left and take the trace. Cyclicity gives
\[
\operatorname{tr}(X^\dagger PX)+\operatorname{tr}(XQX^\dagger)=0 .
\]
Both terms are nonnegative, so both vanish. The matrix \(X^\dagger PX\) is positive semidefinite with zero trace, hence zero. For every vector \(v\) this gives \((Xv)^\dagger P(Xv)=0\), so \(Xv=0\) and therefore \(X=0\).

In the proof, `h3` is the trace identity, `h5` gives \(X^\dagger PX=0\), and `h6` is the argument with \(v\).

```lean
/-- For `P` positive definite and `Q` positive semidefinite, the equation `P X + X Q = 0`
has only the solution `X = 0`. -/
theorem sylvester_eq_zero {P Q X : Matrix n n ℂ} (hP : P.PosDef) (hQ : Q.PosSemidef)
    (h : P * X + X * Q = 0) : X = 0 := by
  have h1 : 0 ≤ (X * Q * Xᴴ).trace := (hQ.mul_mul_conjTranspose_same X).trace_nonneg
  have hS : (Xᴴ * P * X).PosSemidef := hP.posSemidef.conjTranspose_mul_mul_same X
  -- two nonnegative traces add up to zero
  have h3 : (Xᴴ * P * X).trace + (X * Q * Xᴴ).trace = 0 := by
    rw [Matrix.trace_mul_comm (X * Q) Xᴴ, Matrix.mul_assoc, ← Matrix.trace_add,
      ← Matrix.mul_add, h, Matrix.mul_zero, Matrix.trace_zero]
  have h5 : Xᴴ * P * X = 0 :=
    hS.trace_eq_zero_iff.mp ((add_eq_zero_iff_of_nonneg hS.trace_nonneg h1).mp h3).1
  have h6 : ∀ v, X *ᵥ v = 0 := by
    intro v
    by_contra hv
    have hpos := hP.dotProduct_mulVec_pos hv
    have e : star (X *ᵥ v) ⬝ᵥ (P *ᵥ (X *ᵥ v)) = star v ⬝ᵥ ((Xᴴ * P * X) *ᵥ v) := by
      rw [Matrix.star_mulVec, ← Matrix.dotProduct_mulVec]
      simp only [Matrix.mulVec_mulVec, Matrix.mul_assoc]
    rw [e, h5, Matrix.zero_mulVec, dotProduct_zero] at hpos
    exact lt_irrefl _ hpos
  ext i j
  have := congrFun (h6 (Pi.single j 1)) i
  simpa using this
```

## (b) The square of the positive part

For a polar factor \(U\) of \(G\), with \(P=U^\dagger G\), show that
\[
P^2=G^\dagger G .
\]

**Solution.** Since \(P\) is Hermitian, \(P=P^\dagger=G^\dagger U\). Hence \(P^2=(G^\dagger U)(U^\dagger G)=G^\dagger G\). The `calc` block has the same steps.

```lean
/-- The positive part `Uᴴ G` of a polar decomposition squares to `Gᴴ G`. -/
theorem IsPolarFactor.sq {G U : Matrix n n ℂ} (h : IsPolarFactor G U) :
    (Uᴴ * G) * (Uᴴ * G) = Gᴴ * G := by
  have hU : U * Uᴴ = 1 := mem_unitaryGroup_iff.mp h.1
  have hP : Gᴴ * U = Uᴴ * G := by
    have := h.2.isHermitian.eq
    rwa [conjTranspose_mul, conjTranspose_conjTranspose] at this
  calc (Uᴴ * G) * (Uᴴ * G) = (Gᴴ * U) * (Uᴴ * G) := by rw [hP]
    _ = Gᴴ * (U * Uᴴ) * G := by simp only [Matrix.mul_assoc]
    _ = Gᴴ * G := by rw [hU, Matrix.mul_one]
```

## (c) Existence and uniqueness of the polar factor

Show that an invertible \(G\) has exactly one polar factor, given by
\[
U=G\,(G^\dagger G)^{-1/2}.
\]

**Solution.** Let \(S\) be the positive semidefinite square root of \(G^\dagger G\). It is invertible because \(S^2\) is, so it is positive definite. With \(U=GS^{-1}\),
\[
U^\dagger G=S^{-1}G^\dagger G=S,\qquad U^\dagger U=(U^\dagger G)S^{-1}=1 .
\]
If \(V\) is another polar factor, put \(R=V^\dagger G\). By (b), \(R^2=G^\dagger G=S^2\), so
\[
R(R-S)+(R-S)S=R^2-S^2=0 .
\]
Part (a) gives \(R=S\), that is, \(V^\dagger G=U^\dagger G\). Cancelling \(G\) yields \(V=U\).

The statement reads `∃! U, IsPolarFactor G U`; the formula for \(U\) appears inside the proof. `CFC.sqrt` supplies \(S\), and `noncomm_ring` expands the product without commuting factors.

```lean
/-- Every invertible complex matrix has exactly one unitary polar factor. -/
theorem existsUnique_polarFactor {G : Matrix n n ℂ} (hG : IsUnit G) :
    ∃! U, IsPolarFactor G U := by
  -- the positive square root of `Gᴴ G`
  obtain ⟨S, hS, hSS⟩ : ∃ S : Matrix n n ℂ, S.PosSemidef ∧ S * S = Gᴴ * G :=
    ⟨CFC.sqrt (Gᴴ * G), Matrix.nonneg_iff_posSemidef.mp (CFC.sqrt_nonneg _),
      CFC.sqrt_mul_sqrt_self _
        (Matrix.nonneg_iff_posSemidef.mpr (posSemidef_conjTranspose_mul_self G))⟩
  have hSu : IsUnit S := by
    have h : IsUnit (S * S) := by
      rw [hSS]
      exact hG.star.mul hG
    exact ((Commute.refl S).isUnit_mul_iff.mp h).1
  have hdet : IsUnit S.det := (Matrix.isUnit_iff_isUnit_det S).mp hSu
  have hUG : (G * S⁻¹)ᴴ * G = S := by
    rw [conjTranspose_mul, conjTranspose_nonsing_inv, hS.isHermitian.eq, Matrix.mul_assoc,
      ← hSS, ← Matrix.mul_assoc, nonsing_inv_mul _ hdet, Matrix.one_mul]
  refine ⟨G * S⁻¹, ⟨?_, ?_⟩, ?_⟩
  · rw [mem_unitaryGroup_iff', star_eq_conjTranspose, ← Matrix.mul_assoc, hUG,
      mul_nonsing_inv _ hdet]
  · rw [hUG]
    exact hS.posDef_iff_isUnit.mpr hSu
  · -- two positive parts have the same square, hence agree
    intro V hV
    have hX : Vᴴ * G - S = 0 := by
      apply sylvester_eq_zero hV.2 hS
      have e : Vᴴ * G * (Vᴴ * G - S) + (Vᴴ * G - S) * S
          = (Vᴴ * G) * (Vᴴ * G) - S * S := by noncomm_ring
      rw [e, hV.sq, hSS, sub_self]
    have hVU : Vᴴ * G = (G * S⁻¹)ᴴ * G := by rw [hUG]; exact sub_eq_zero.mp hX
    exact conjTranspose_injective (hG.mul_right_cancel hVU)
```

## (d) The positive part commutes with the tensor

Assume both gauge relations. Show that, for every \(s\),
\[
PB^s=B^sP .
\]

**Solution.** The first relation gives \(GB^s=A^sG\). The second gives \(G(B^s)^\dagger=(A^s)^\dagger G\), whose adjoint is \(B^sG^\dagger=G^\dagger A^s\). Therefore
\[
G^\dagger G B^s=G^\dagger A^sG=B^sG^\dagger G ,
\]
so \(P^2\) commutes with \(B^s\) by (b). Set \(X=PB^s-B^sP\). Then
\[
PX+XP=P^2B^s-B^sP^2=0 ,
\]
and (a), with \(Q=P\), gives \(X=0\).

Passing directly from \(P^2\) to \(P\) is wrong for a general Hermitian matrix: \(\operatorname{diag}(1,-1)\) squares to the identity, yet it does not commute with every matrix. Positivity enters through (a).

In Lean, `hK` is the commutation of \(G^\dagger G\), and `hX` is the application of (a).

```lean
/-- If `G` carries `A` to `B` together with the adjoints, the positive part of `G` commutes
with every matrix of `B`. -/
theorem positivePart_commute {G U : Matrix n n ℂ} {A B : σ → Matrix n n ℂ}
    (h : IsStarGauge G A B) (hU : IsPolarFactor G U) (s : σ) :
    Commute (Uᴴ * G) (B s) := by
  have hd : IsUnit G.det := (Matrix.isUnit_iff_isUnit_det G).mp h.isUnit
  have h1 : G * B s = A s * G := by
    rw [h.gauge s, Matrix.mul_assoc, mul_nonsing_inv_cancel_left _ _ hd]
  have h2 : G * (B s)ᴴ = (A s)ᴴ * G := by
    rw [h.gauge_adjoint s, Matrix.mul_assoc, mul_nonsing_inv_cancel_left _ _ hd]
  have h3 : B s * Gᴴ = Gᴴ * A s := by
    have := congrArg conjTranspose h2
    simpa only [conjTranspose_mul, conjTranspose_conjTranspose] using this
  -- first the square of the positive part commutes
  have hK : Gᴴ * G * B s = B s * (Gᴴ * G) := by
    rw [Matrix.mul_assoc, h1, ← Matrix.mul_assoc, ← h3, Matrix.mul_assoc]
  have hX : Uᴴ * G * B s - B s * (Uᴴ * G) = 0 := by
    apply sylvester_eq_zero hU.2 hU.2.posSemidef
    have e : Uᴴ * G * (Uᴴ * G * B s - B s * (Uᴴ * G))
        + (Uᴴ * G * B s - B s * (Uᴴ * G)) * (Uᴴ * G)
        = (Uᴴ * G) * (Uᴴ * G) * B s - B s * ((Uᴴ * G) * (Uᴴ * G)) := by noncomm_ring
    rw [e, hU.sq, hK, sub_self]
  exact sub_eq_zero.mp hX
```

## (e) The unitary gauge

Under the same assumptions, show that the polar factor \(U\) of \(G\) satisfies, for every \(s\),
\[
B^s=U^\dagger A^sU .
\]

**Solution.** Insert \(G=UP\) into \(GB^s=A^sG\) and use (d):
\[
UB^sP=UPB^s=A^sUP .
\]
Cancel the invertible \(P\) on the right to get \(UB^s=A^sU\), then multiply by \(U^\dagger\) from the left.

The theorem states that some polar factor of \(G\) has this property for all \(s\); by (c) there is only one. The cancellation is `mul_right_cancel`.

```lean
/-- If an invertible `G` carries the MPS tensor `A` to `B` together with the adjoints, then
the unitary polar factor `U` of `G` already does so: `B s = Uᴴ A s U` for every `s`. -/
theorem polarFactor_gauge {G : Matrix n n ℂ} {A B : σ → Matrix n n ℂ}
    (h : IsStarGauge G A B) :
    ∃ U, IsPolarFactor G U ∧ ∀ s, B s = Uᴴ * A s * U := by
  obtain ⟨U, hU, -⟩ := existsUnique_polarFactor h.isUnit
  refine ⟨U, hU, fun s => ?_⟩
  have hd : IsUnit G.det := (Matrix.isUnit_iff_isUnit_det G).mp h.isUnit
  have hl : Uᴴ * U = 1 := mem_unitaryGroup_iff'.mp hU.1
  have hr : U * Uᴴ = 1 := mem_unitaryGroup_iff.mp hU.1
  have hG : U * (Uᴴ * G) = G := by rw [← Matrix.mul_assoc, hr, Matrix.one_mul]
  have h1 : G * B s = A s * G := by
    rw [h.gauge s, Matrix.mul_assoc, mul_nonsing_inv_cancel_left _ _ hd]
  -- cancel the positive part on the right
  have h2 : U * B s = A s * U := by
    apply hU.2.isUnit.mul_right_cancel
    rw [Matrix.mul_assoc, ← (positivePart_commute h hU s).eq, ← Matrix.mul_assoc, hG, h1,
      Matrix.mul_assoc, hG]
  rw [Matrix.mul_assoc, ← h2, ← Matrix.mul_assoc, hl, Matrix.one_mul]
```

## (f) Equivalence with unitary gauge

Show that the following are equivalent:
\[
\exists\,G\ \text{satisfying both gauge relations}
\iff
\exists\,U\ \text{unitary with } B^s=U^\dagger A^sU\ \text{for all } s .
\]

**Solution.** The forward direction is (e). Conversely, take \(G=U\). Then \(G^{-1}=U^\dagger\), which gives the first relation, and taking adjoints gives \((B^s)^\dagger=U^\dagger(A^s)^\dagger U\), the second. The two branches after `constructor` are these directions.

```lean
/-- Two MPS tensors are related by an invertible gauge that also relates their adjoints if
and only if they are related by a unitary gauge. -/
theorem starGauge_iff_unitary (A B : σ → Matrix n n ℂ) :
    (∃ G, IsStarGauge G A B) ↔ ∃ U ∈ unitaryGroup n ℂ, ∀ s, B s = Uᴴ * A s * U := by
  constructor
  · rintro ⟨G, h⟩
    obtain ⟨U, hU, hB⟩ := polarFactor_gauge h
    exact ⟨U, hU.1, hB⟩
  · rintro ⟨U, hU, hB⟩
    have hl : Uᴴ * U = 1 := mem_unitaryGroup_iff'.mp hU
    have hi : U⁻¹ = Uᴴ := inv_eq_left_inv hl
    refine ⟨U, (Matrix.isUnit_iff_isUnit_det U).mpr (isUnit_det_of_left_inverse hl),
      fun s => by rw [hi, hB s], fun s => ?_⟩
    rw [hi, hB s]
    simp only [conjTranspose_mul, conjTranspose_conjTranspose, Matrix.mul_assoc]
```

## (g) Tensors with a trivial commutant

Suppose that only scalar matrices commute with all \(B^s\), as happens when the \(B^s\) span the full matrix algebra (an injective tensor). Show that a \(G\) satisfying both relations has the form
\[
G=cU,\qquad c\in\mathbb C,\quad U\ \text{unitary}.
\]

**Solution.** By (d), \(P\) commutes with every \(B^s\), so \(P=c\,1\) and \(G=UP=cU\). In Lean, the assumption on the commutant is `hB`, applied to \(P\).

```lean
/-- If only scalar matrices commute with all matrices of `B`, then a gauge `G` that carries
`A` to `B` together with the adjoints is a scalar multiple of a unitary. -/
theorem gauge_eq_smul_unitary {G : Matrix n n ℂ} {A B : σ → Matrix n n ℂ}
    (h : IsStarGauge G A B)
    (hB : ∀ X : Matrix n n ℂ, (∀ s, Commute X (B s)) → ∃ c : ℂ, X = c • 1) :
    ∃ c : ℂ, ∃ U ∈ unitaryGroup n ℂ, G = c • U := by
  obtain ⟨U, hU, -⟩ := existsUnique_polarFactor h.isUnit
  obtain ⟨c, hc⟩ := hB _ (positivePart_commute h hU)
  have hr : U * Uᴴ = 1 := mem_unitaryGroup_iff.mp hU.1
  refine ⟨c, U, hU.1, ?_⟩
  calc G = U * (Uᴴ * G) := by rw [← Matrix.mul_assoc, hr, Matrix.one_mul]
    _ = c • U := by rw [hc, Matrix.mul_smul, Matrix.mul_one]
```

## (h) A gauge without the adjoint relation

Let \(G=\operatorname{diag}(1,2)\) and let the physical index take one value, with
\[
A=\begin{pmatrix}0&1\\0&0\end{pmatrix},\qquad
B=\begin{pmatrix}0&2\\0&0\end{pmatrix}.
\]
Show that \(B=G^{-1}AG\), but that for every unitary \(U\)
\[
B\ne U^\dagger AU .
\]

**Solution.** Conjugation by \(G\) multiplies the upper right entry by \(2\), which gives \(B\). A unitary gauge preserves \(\operatorname{tr}(A^\dagger A)\), but this trace is \(1\) for \(A\) and \(4\) for \(B\). The first gauge relation alone is therefore not enough for (e). The example is algebraic: \(\operatorname{tr}(A^L)=0\) for every \(L\ge1\), so this one-label tensor generates the zero vector and not a physical state. Adding a second label whose matrix is the identity in both tensors gives a nonzero product state, and the same \(G\) and the same trace argument still apply.

The theorem lists invertibility, the gauge relation and the absence of a unitary; `key` is the invariance of the trace.

```lean
/-- The relation for the adjoints cannot be dropped: `G = diag(1, 2)` carries one nilpotent
matrix to twice itself, and no unitary does. -/
theorem adjoint_relation_needed :
    IsUnit (!![1, 0; 0, 2] : Matrix (Fin 2) (Fin 2) ℂ) ∧
    (!![0, 2; 0, 0] : Matrix (Fin 2) (Fin 2) ℂ)
      = !![1, 0; 0, 2]⁻¹ * !![0, 1; 0, 0] * !![1, 0; 0, 2] ∧
    ¬ ∃ U ∈ unitaryGroup (Fin 2) ℂ, !![0, 2; 0, 0] = Uᴴ * !![0, 1; 0, 0] * U := by
  refine ⟨?_, ?_, ?_⟩
  · rw [Matrix.isUnit_iff_isUnit_det, Matrix.det_fin_two]
    simp
  · have hi : (!![1, 0; 0, 2] : Matrix (Fin 2) (Fin 2) ℂ)⁻¹ = !![1, 0; 0, 1 / 2] := by
      apply inv_eq_right_inv
      ext i j
      fin_cases i <;> fin_cases j <;> simp [Matrix.mul_apply, Fin.sum_univ_succ]
    rw [hi]
    ext i j
    fin_cases i <;> fin_cases j <;> simp [Matrix.mul_apply, Fin.sum_univ_succ]
  · rintro ⟨U, hU, h⟩
    have hr : U * Uᴴ = 1 := mem_unitaryGroup_iff.mp hU
    -- a unitary gauge preserves the Frobenius norm
    have key : ∀ A : Matrix (Fin 2) (Fin 2) ℂ,
        ((Uᴴ * A * U)ᴴ * (Uᴴ * A * U)).trace = (Aᴴ * A).trace := by
      intro A
      calc ((Uᴴ * A * U)ᴴ * (Uᴴ * A * U)).trace
          = (Uᴴ * (Aᴴ * (U * Uᴴ) * A * U)).trace := by
            simp only [conjTranspose_mul, conjTranspose_conjTranspose, Matrix.mul_assoc]
        _ = (Aᴴ * A).trace := by
            rw [Matrix.trace_mul_comm, hr, Matrix.mul_one, Matrix.mul_assoc, hr,
              Matrix.mul_one]
    have t := key !![0, 1; 0, 0]
    rw [← h] at t
    norm_num [Matrix.trace_fin_two, Matrix.mul_apply, Fin.sum_univ_two,
      Matrix.conjTranspose_apply] at t
    have h2 : (starRingEnd ℂ) 2 = 2 := map_ofNat _ 2
    rw [h2] at t
    norm_num at t
```

## (i) A non-unitary gauge of the GHZ tensor

Let \(A^0=\operatorname{diag}(1,0)\) and \(A^1=\operatorname{diag}(0,1)\). On a ring they generate \(|0\cdots0\rangle+|1\cdots1\rangle\), which a factor \(1/\sqrt2\) normalises. Let \(B^0=A^1\) and \(B^1=A^0\). Show that
\[
G=\begin{pmatrix}0&2\\1&0\end{pmatrix}
\]
satisfies both gauge relations and is not unitary.

**Solution.** The inverse is \(G^{-1}=\begin{pmatrix}0&1\\1/2&0\end{pmatrix}\), and multiplication gives \(G^{-1}A^0G=A^1\) and \(G^{-1}A^1G=A^0\). All four matrices are Hermitian, so the second relation repeats the first. The upper left entry of \(GG^\dagger\) is \(4\), so \(G\) is not unitary. Here \(P=\operatorname{diag}(1,2)\), and the polar factor is the swap \(\begin{pmatrix}0&1\\1&0\end{pmatrix}\).

Lean checks the relations entry by entry with `fin_cases`.

```lean
/-- The non-unitary matrix `G = [[0, 2], [1, 0]]` carries the GHZ tensor, made of the two
diagonal projectors, to the tensor with the projectors exchanged, together with the adjoints. -/
theorem isStarGauge_witness :
    IsStarGauge (!![0, 2; 1, 0] : Matrix (Fin 2) (Fin 2) ℂ)
      ![!![1, 0; 0, 0], !![0, 0; 0, 1]] ![!![0, 0; 0, 1], !![1, 0; 0, 0]] ∧
    (!![0, 2; 1, 0] : Matrix (Fin 2) (Fin 2) ℂ) ∉ unitaryGroup (Fin 2) ℂ := by
  have hi : (!![0, 2; 1, 0] : Matrix (Fin 2) (Fin 2) ℂ)⁻¹ = !![0, 1; 1 / 2, 0] := by
    apply inv_eq_right_inv
    ext i j
    fin_cases i <;> fin_cases j <;> simp [Matrix.mul_apply, Fin.sum_univ_succ]
  refine ⟨⟨?_, ?_, ?_⟩, ?_⟩
  · rw [Matrix.isUnit_iff_isUnit_det, Matrix.det_fin_two]
    simp
  · intro s
    rw [hi]
    ext i j
    fin_cases s <;> fin_cases i <;> fin_cases j <;>
      simp [Matrix.mul_apply, Fin.sum_univ_succ]
  · -- both projectors are self-adjoint
    have h1 : (!![1, 0; 0, 0] : Matrix (Fin 2) (Fin 2) ℂ)ᴴ = !![1, 0; 0, 0] := by
      ext i j
      fin_cases i <;> fin_cases j <;> simp [Matrix.conjTranspose_apply]
    have h2 : (!![0, 0; 0, 1] : Matrix (Fin 2) (Fin 2) ℂ)ᴴ = !![0, 0; 0, 1] := by
      ext i j
      fin_cases i <;> fin_cases j <;> simp [Matrix.conjTranspose_apply]
    intro s
    rw [hi]
    ext i j
    fin_cases s <;> fin_cases i <;> fin_cases j <;>
      simp [h1, h2, Matrix.mul_apply, Fin.sum_univ_succ]
  · intro h
    have h00 := congrFun (congrFun (mem_unitaryGroup_iff.mp h) 0) 0
    norm_num [Matrix.mul_apply, Fin.sum_univ_two, Matrix.star_apply] at h00
    have h2 : (starRingEnd ℂ) 2 = 2 := map_ofNat _ 2
    rw [h2] at h00
    norm_num at h00

end MPSUnitaryGauge
```

```lean
#print axioms MPSUnitaryGauge.polarFactor_gauge
#print axioms MPSUnitaryGauge.starGauge_iff_unitary
#print axioms MPSUnitaryGauge.gauge_eq_smul_unitary
#print axioms MPSUnitaryGauge.adjoint_relation_needed
```

```
'MPSUnitaryGauge.polarFactor_gauge' depends on axioms: [propext, Classical.choice, Quot.sound]
'MPSUnitaryGauge.starGauge_iff_unitary' depends on axioms: [propext, Classical.choice, Quot.sound]
'MPSUnitaryGauge.gauge_eq_smul_unitary' depends on axioms: [propext, Classical.choice, Quot.sound]
'MPSUnitaryGauge.adjoint_relation_needed' depends on axioms: [propext, Classical.choice, Quot.sound]
```
